# Sign change of a damped two-state population difference, and the error of its golden-rule rate

A kinetic master equation for charge or excitation transfer needs a hopping rate between each pair of sites. For two sites, entering a golden-rule rate there replaces damped coherent motion by relaxation with a single exponential. For one symmetric pair of sites with memoryless dephasing, the problems below determine for which damping the population difference changes sign, which a single decaying exponential cannot reproduce. For damping above that range they bound the error of the golden-rule value for the slower decay rate of this difference.

Let \(P(t)\) be the population of the initially occupied site minus that of the other, and let \(V=P'\) be its flow. The model is

\[
P''+gP'+D^2P=0,\qquad P(0)=1,\quad P'(0)=0 .
\]

Here \(D\) is the angular frequency of the undamped oscillation, set by the electronic coupling. The constant \(g\) is the rate at which the environment destroys the coherence between the sites. It is postulated, not derived from a bath, and energy bias and memory effects are left out.

In Lean 4 with Mathlib:

```lean
import Mathlib

open Filter Topology

namespace CoherentIncoherentCrossover

noncomputable section
```

`IsRelaxation g D P V` states the model as a first-order system: `pop` says \(P'=V\), `flow` says \(V'=-gV-D^2P\), and two fields fix the initial values. The equations are required at every real \(t\), including negative times. The theorems apply to any pair \(P,V\) with these properties, so no closed form is assumed.

```lean
/-- The population difference `P` and its flow `V = P'` obey `P'' + g P' + D² P = 0`,
starting from `P = 1` at rest. -/
structure IsRelaxation (g D : ℝ) (P V : ℝ → ℝ) : Prop where
  pop : ∀ t, HasDerivAt P (V t) t
  flow : ∀ t, HasDerivAt V (-(g * V t) - D ^ 2 * P t) t
  init_pop : P 0 = 1
  init_flow : V 0 = 0
```

The trial solution \(e^{-kt}\) requires \(k^2-gk+D^2=0\). Write \(k_-\) for the smaller root, `slowRate g D`, and \(k_+\) for the larger, `fastRate g D`.

```lean
/-- The smaller root of `k² - g k + D² = 0`, for `2 |D| ≤ g`. -/
def slowRate (g D : ℝ) : ℝ := (g - √(g ^ 2 - 4 * D ^ 2)) / 2

/-- The larger root of `k² - g k + D² = 0`, for `2 |D| ≤ g`. -/
def fastRate (g D : ℝ) : ℝ := (g + √(g ^ 2 - 4 * D ^ 2)) / 2
```

## (a) Derivative of an exponential

**Task.** For real \(a\), show that

\[
\frac{d}{dt}e^{at}=a\,e^{at}.
\]

**Solution.** The inner function \(at\) has derivative \(a\), and the chain rule gives the result. The lemma puts it in the form `HasDerivAt`, which states differentiability together with the value of the derivative.

```lean
/-- The derivative of `exp (a t)` with respect to `t` is `a exp (a t)`. -/
lemma hasDerivAt_exp_mul (a t : ℝ) :
    HasDerivAt (fun s : ℝ => Real.exp (a * s)) (Real.exp (a * t) * a) t := by
  have h1 : HasDerivAt (fun s : ℝ => a * s) a t := by
    simpa using (hasDerivAt_id t).const_mul a
  exact h1.exp
```

## (b) A solution with \(g=5\), \(D=2\)

**Task.** Verify that the model is solved for these values by

\[
P=\tfrac13\left(4e^{-t}-e^{-4t}\right),\qquad V=\tfrac13\left(4e^{-4t}-4e^{-t}\right).
\]

**Solution.** Differentiating \(P\) gives \(V\). Differentiating \(V\) gives \(\tfrac13(4e^{-t}-16e^{-4t})\), while

\[
-5V-4P=\tfrac13\left(-20e^{-4t}+20e^{-t}-16e^{-t}+4e^{-4t}\right)=\tfrac13\left(4e^{-t}-16e^{-4t}\right).
\]

At \(t=0\), \(P=1\) and \(V=0\). In the code, `congr_deriv` replaces the computed derivative by the required one, and `ring` confirms that they agree.

```lean
/-- An explicit relaxation with damping `g = 5` and undamped angular frequency `D = 2`. -/
theorem isRelaxation_witness :
    IsRelaxation 5 2 (fun t => (4 * Real.exp (-1 * t) - Real.exp (-4 * t)) / 3)
      (fun t => (4 * Real.exp (-4 * t) - 4 * Real.exp (-1 * t)) / 3) where
  pop t := by
    refine ((((hasDerivAt_exp_mul (-1) t).const_mul 4).fun_sub
      (hasDerivAt_exp_mul (-4) t)).div_const 3).congr_deriv ?_
    ring
  flow t := by
    refine ((((hasDerivAt_exp_mul (-4) t).const_mul 4).fun_sub
      ((hasDerivAt_exp_mul (-1) t).const_mul 4)).div_const 3).congr_deriv ?_
    ring
  init_pop := by norm_num
  init_flow := by norm_num
```

## (c) Sum, product and sign of the rates

**Task.** For \(D>0\) and \(g\ge 2D\), show that

\[
k_-+k_+=g,\qquad k_-k_+=D^2,\qquad k_->0 .
\]

**Solution.** Let \(s=\sqrt{g^2-4D^2}\), which is real, so that \(k_\mp=(g\mp s)/2\). The sum is \(g\), and the product is \((g^2-s^2)/4=D^2\). Since \(s^2<g^2\) and \(g>0\), we have \(s<g\), hence \(k_->0\). The facts `hs` and `hlt` are \(s^2=g^2-4D^2\) and \(s<g\).

```lean
/-- For `D > 0` and `g ≥ 2D` the two rates add up to `g`, multiply to `D²`, and the
smaller one is positive. -/
lemma rates_spec {g D : ℝ} (hD : 0 < D) (hg : 2 * D ≤ g) :
    slowRate g D + fastRate g D = g ∧ slowRate g D * fastRate g D = D ^ 2 ∧
      0 < slowRate g D := by
  have hs : √(g ^ 2 - 4 * D ^ 2) ^ 2 = g ^ 2 - 4 * D ^ 2 :=
    Real.sq_sqrt (by nlinarith)
  have hlt : √(g ^ 2 - 4 * D ^ 2) < g :=
    (Real.sqrt_lt' (by linarith)).2 (by nlinarith)
  unfold slowRate fastRate
  refine ⟨by ring, by linear_combination (-1 / 4) * hs, by linarith⟩
```

## (d) Distinct rates

**Task.** For \(D>0\) and \(g>2D\), show that

\[
k_-<k_+ .
\]

**Solution.** Now \(g^2-4D^2>0\), so \(s>0\), and \(k_+-k_-=s\).

```lean
/-- For `D > 0` and `g > 2D` the two rates are distinct. -/
lemma slowRate_lt_fastRate {g D : ℝ} (hD : 0 < D) (hg : 2 * D < g) :
    slowRate g D < fastRate g D := by
  have hs : 0 < √(g ^ 2 - 4 * D ^ 2) := Real.sqrt_pos.2 (by nlinarith)
  unfold slowRate fastRate
  linarith
```

## (e) A combination that follows one exponential

**Task.** Let \(a+b=g\) and \(ab=D^2\) for real \(a,b\). Show that

\[
V(t)+bP(t)=b\,e^{-at}.
\]

**Solution.** Put \(M=V+bP\). Then

\[
M'=-gV-D^2P+bV=-aV-abP=-aM .
\]

So \(Me^{at}\) has zero derivative and keeps its initial value \(M(0)=b\). In the proof, `hF` is the vanishing derivative, where `linear_combination` uses the sum and product conditions `hs` and `hp`. The lemma `is_const_of_deriv_eq_zero` then equates the values at \(t\) and \(0\).

```lean
/-- If `a + b = g` and `a b = D²`, every relaxation `P`, `V` satisfies `V t + b P t = b exp (-a t)`.
-/
theorem mode_decay {g D a b : ℝ} {P V : ℝ → ℝ} (h : IsRelaxation g D P V)
    (hs : a + b = g) (hp : a * b = D ^ 2) (t : ℝ) :
    V t + b * P t = b * Real.exp (-(a * t)) := by
  -- the mode with its decay factored out is constant
  have hF : ∀ s, HasDerivAt (fun s => (V s + b * P s) * Real.exp (a * s)) 0 s := by
    intro s
    refine (((h.flow s).fun_add ((h.pop s).const_mul b)).fun_mul
      (hasDerivAt_exp_mul a s)).congr_deriv ?_
    linear_combination Real.exp (a * s) * V s * hs + Real.exp (a * s) * P s * hp
  have hc := is_const_of_deriv_eq_zero (fun s => (hF s).differentiableAt)
    (fun s => (hF s).deriv) t 0
  simp only [h.init_pop, h.init_flow, mul_zero, Real.exp_zero, mul_one, zero_add] at hc
  have e : Real.exp (a * t) * Real.exp (-(a * t)) = 1 := by
    rw [← Real.exp_add]; simp
  linear_combination Real.exp (-(a * t)) * hc - (V t + b * P t) * e
```

## (f) No sign change under strong damping

**Task.** For \(D>0\) and \(g\ge2D\), show that

\[
P(t)>0\quad\text{for all } t\ge0 .
\]

**Solution.** Take \(a=k_-\), \(b=k_+\) in (e). Since \(k_->0\) and \(k_-k_+=D^2>0\), also \(k_+>0\). Then

\[
\frac{d}{dt}\left(Pe^{k_+t}\right)=(V+k_+P)e^{k_+t}=k_+e^{(k_+-k_-)t}>0 .
\]

Hence \(P(t)e^{k_+t}\ge P(0)=1\) for \(t\ge0\), so \(P(t)>0\). The code records the growth as `hm`, a statement of monotonicity. Critical damping, \(g=2D\), is included because nothing is divided by \(k_+-k_-\).

```lean
/-- For `D > 0` and `g ≥ 2D` the population difference stays positive at all times
`t ≥ 0`. -/
theorem pos_of_overdamped {g D : ℝ} {P V : ℝ → ℝ} (h : IsRelaxation g D P V)
    (hD : 0 < D) (hg : 2 * D ≤ g) {t : ℝ} (ht : 0 ≤ t) : 0 < P t := by
  obtain ⟨hs, hp, ha⟩ := rates_spec hD hg
  have hb : 0 < fastRate g D := by
    by_contra hn
    nlinarith [pow_pos hD 2]
  -- `P exp (b t)` never decreases
  have hF : ∀ s, HasDerivAt (fun s => P s * Real.exp (fastRate g D * s))
      ((V s + fastRate g D * P s) * Real.exp (fastRate g D * s)) s := by
    intro s
    refine ((h.pop s).fun_mul (hasDerivAt_exp_mul (fastRate g D) s)).congr_deriv ?_
    ring
  have hm : Monotone (fun s => P s * Real.exp (fastRate g D * s)) := by
    refine monotone_of_deriv_nonneg (fun s => (hF s).differentiableAt) (fun s => ?_)
    rw [(hF s).deriv, mode_decay h hs hp s]
    positivity
  have h1 := hm ht
  simp only [h.init_pop, mul_zero, Real.exp_zero, mul_one] at h1
  exact pos_of_mul_pos_left (lt_of_lt_of_le one_pos h1) (Real.exp_pos _).le
```

## (g) The population difference after half a period

**Task.** Let \(w>0\) satisfy \(w^2=D^2-g^2/4\). Show that

\[
P(\pi/w)=-e^{-g\pi/(2w)} .
\]

**Solution.** Remove the damping by setting \(p=e^{gt/2}P\). Then \(p'=e^{gt/2}(V+\tfrac g2P)\), and

\[
p''=e^{gt/2}\left(P''+gP'+\tfrac{g^2}{4}P\right)=-w^2p .
\]

The combination \(Q=wp\cos wt-p'\sin wt\) is conserved, because

\[
Q'=wp'\cos wt-w^2p\sin wt-p''\sin wt-wp'\cos wt=0 .
\]

Its initial value is \(w\). At \(t=\pi/w\) the cosine is \(-1\) and the sine is \(0\), so \(-wp(\pi/w)=w\) and \(p(\pi/w)=-1\). Undoing the substitution gives the result. The function in `hF` is \(Q\) written in terms of \(P\) and \(V\), and `hE` is \(p(\pi/w)=-1\).

```lean
/-- With a real frequency `w > 0`, `w² = D² - g²/4`, the population difference after
half a period is `-exp (-g π / (2 w))`. -/
theorem half_period {g D w : ℝ} {P V : ℝ → ℝ} (h : IsRelaxation g D P V)
    (hw : 0 < w) (hw2 : w ^ 2 = D ^ 2 - g ^ 2 / 4) :
    P (Real.pi / w) = -Real.exp (-(g / 2 * (Real.pi / w))) := by
  -- a rotating combination of `P` and `V` is conserved
  have hF : ∀ s, HasDerivAt (fun s => Real.exp (g / 2 * s) *
      (w * P s * Real.cos (w * s) - (V s + g / 2 * P s) * Real.sin (w * s))) 0 s := by
    intro s
    have h1 : HasDerivAt (fun s : ℝ => w * s) w s := by
      simpa using (hasDerivAt_id s).const_mul w
    refine ((hasDerivAt_exp_mul (g / 2) s).fun_mul
      ((((h.pop s).const_mul w).fun_mul h1.cos).fun_sub
        (((h.flow s).fun_add ((h.pop s).const_mul (g / 2))).fun_mul h1.sin))).congr_deriv ?_
    linear_combination (-(Real.exp (g / 2 * s) * Real.sin (w * s) * P s)) * hw2
  have hc := is_const_of_deriv_eq_zero (fun s => (hF s).differentiableAt)
    (fun s => (hF s).deriv) (Real.pi / w) 0
  have hpi : w * (Real.pi / w) = Real.pi := by field_simp
  simp only [hpi, Real.cos_pi, Real.sin_pi, h.init_pop, h.init_flow, mul_zero,
    Real.exp_zero, Real.cos_zero, Real.sin_zero, mul_one, sub_zero, one_mul] at hc
  have hE : P (Real.pi / w) * Real.exp (g / 2 * (Real.pi / w)) = -1 :=
    mul_left_cancel₀ hw.ne' (by linear_combination -hc)
  have e : Real.exp (g / 2 * (Real.pi / w)) * Real.exp (-(g / 2 * (Real.pi / w))) = 1 := by
    rw [← Real.exp_add]; simp
  linear_combination Real.exp (-(g / 2 * (Real.pi / w))) * hE - P (Real.pi / w) * e
```

## (h) The crossover criterion

**Task.** For \(g\ge0\) and \(D>0\), show that

\[
P(t)<0\ \text{for some } t>0\quad\Longleftrightarrow\quad g<2D .
\]

**Solution.** If \(g\ge2D\), part (f) excludes negative values. If \(0\le g<2D\), then \(D^2-g^2/4>0\). Its square root serves as \(w\) in (g), and \(P\) is negative at \(t=\pi/w>0\). The two bullets of the proof are these two directions.

```lean
/-- Crossover criterion: for `g ≥ 0` and `D > 0` the population difference becomes
negative at some later time if and only if `g < 2D`. -/
theorem negative_iff_underdamped {g D : ℝ} {P V : ℝ → ℝ} (h : IsRelaxation g D P V)
    (hg : 0 ≤ g) (hD : 0 < D) : (∃ t > 0, P t < 0) ↔ g < 2 * D := by
  constructor
  · rintro ⟨t, ht, hneg⟩
    by_contra hn
    exact lt_asymm hneg (pos_of_overdamped h hD (not_lt.1 hn) (le_of_lt ht))
  · intro hlt
    have hpos : 0 < D ^ 2 - g ^ 2 / 4 := by nlinarith
    have hw := Real.sqrt_pos.2 hpos
    refine ⟨Real.pi / √(D ^ 2 - g ^ 2 / 4), div_pos Real.pi_pos hw, ?_⟩
    rw [half_period h hw (Real.sq_sqrt hpos.le)]
    exact neg_neg_of_pos (Real.exp_pos _)
```

## (i) The rate that survives at long times

**Task.** For \(D>0\) and \(g>2D\), show that

\[
\lim_{t\to\infty}P(t)e^{k_-t}=\frac{k_+}{k_+-k_-}>0 .
\]

**Solution.** Part (e) can be used with the roots in either order:

\[
V+k_+P=k_+e^{-k_-t},\qquad V+k_-P=k_-e^{-k_+t}.
\]

Subtracting and multiplying by \(e^{k_-t}\) gives

\[
P(t)e^{k_-t}=\frac{k_+-k_-e^{-(k_+-k_-)t}}{k_+-k_-}.
\]

The remaining exponential tends to zero because \(k_+>k_-\). The limit is positive because \(k_+>k_->0\) makes both its numerator and its denominator positive. In the code the rates are renamed `a` and `b`, `m1` and `m2` are the two modes, and `Tendsto … atTop (𝓝 …)` expresses the limit.

```lean
/-- For `D > 0` and `g > 2D` the population difference decays at long times with the
slower rate: `P t * exp (slowRate * t)` tends to a positive constant. -/
theorem long_time_decay {g D : ℝ} {P V : ℝ → ℝ} (h : IsRelaxation g D P V)
    (hD : 0 < D) (hg : 2 * D < g) :
    0 < fastRate g D / (fastRate g D - slowRate g D) ∧
    Tendsto (fun t => P t * Real.exp (slowRate g D * t)) atTop
      (𝓝 (fastRate g D / (fastRate g D - slowRate g D))) := by
  obtain ⟨hs, hp, ha⟩ := rates_spec hD hg.le
  have hab := slowRate_lt_fastRate hD hg
  generalize slowRate g D = a at *
  generalize fastRate g D = b at *
  have hd : 0 < b - a := sub_pos.2 hab
  refine ⟨div_pos (ha.trans hab) hd, ?_⟩
  have hE : Tendsto (fun t : ℝ => Real.exp (-((b - a) * t))) atTop (𝓝 0) :=
    Real.tendsto_exp_neg_atTop_nhds_zero.comp (tendsto_id.const_mul_atTop hd)
  have hL := ((hE.const_mul a).const_sub b).div_const (b - a)
  rw [mul_zero, sub_zero] at hL
  refine hL.congr (fun t => ?_)
  -- the difference of the two modes isolates `P`
  have m1 := mode_decay h hs hp t
  have m2 := mode_decay h ((add_comm b a).trans hs) ((mul_comm b a).trans hp) t
  have e1 : Real.exp (a * t) * Real.exp (-(a * t)) = 1 := by
    rw [← Real.exp_add]; simp
  have e2 : Real.exp (a * t) * Real.exp (-(b * t)) = Real.exp (-((b - a) * t)) := by
    rw [← Real.exp_add]; congr 1; ring
  rw [div_eq_iff hd.ne']
  linear_combination Real.exp (a * t) * (m2 - m1) - b * e1 + a * e2
```

## (j) Bounds from the golden-rule value

**Task.** In this model the golden-rule hopping rate is \(D^2/(2g)\) in each direction, which makes the population difference decay at the rate \(D^2/g\). Call \(D^2/g\) the golden-rule value. For \(D>0\) and \(g>2D\), show that

\[
\frac{D^2}{g}<k_-<\frac{2D^2}{g} .
\]

**Solution.** By (c),

\[
k_-g=k_-(k_-+k_+)=k_-^2+D^2 .
\]

Since \(k_-^2>0\), the left side exceeds \(D^2\). Since \(k_-<k_+\), we have \(k_-^2<k_-k_+=D^2\), so it is below \(2D^2\). Divide by \(g>0\). The identity is `hkg`, and `h1` and `h2` supply the two inequalities. The theorem concerns the expression \(D^2/g\); it does not derive the golden rule from perturbation theory.

```lean
/-- For `D > 0` and `g > 2D` the slower rate lies strictly between the golden-rule
value `D²/g` and twice that value. -/
theorem golden_rule_bounds {g D : ℝ} (hD : 0 < D) (hg : 2 * D < g) :
    D ^ 2 / g < slowRate g D ∧ slowRate g D < 2 * D ^ 2 / g := by
  obtain ⟨hs, hp, ha⟩ := rates_spec hD hg.le
  have hab := slowRate_lt_fastRate hD hg
  have hg0 : 0 < g := by linarith
  rw [div_lt_iff₀ hg0, lt_div_iff₀ hg0, ← hp]
  have hkg : slowRate g D * g =
      slowRate g D * slowRate g D + slowRate g D * fastRate g D := by
    linear_combination (-slowRate g D) * hs
  have h1 := mul_pos ha ha
  have h2 := mul_pos ha (sub_pos.2 hab)
  constructor <;> nlinarith
```

## (k) Size of the golden-rule error

**Task.** Under the same conditions, show that

\[
k_--\frac{D^2}{g}<\frac{4D^4}{g^3} .
\]

**Solution.** The identity in (j) gives \(k_--D^2/g=k_-^2/g\). Inserting the upper bound \(k_-<2D^2/g\) yields

\[
\frac{k_-^2}{g}<\frac1g\left(\frac{2D^2}{g}\right)^2=\frac{4D^4}{g^3}.
\]

The `calc` block has these steps in the same order.

```lean
/-- For `D > 0` and `g > 2D` the slower rate minus the golden-rule value `D²/g` is less than
`4 D⁴ / g³`. -/
theorem golden_rule_error {g D : ℝ} (hD : 0 < D) (hg : 2 * D < g) :
    slowRate g D - D ^ 2 / g < 4 * D ^ 4 / g ^ 3 := by
  obtain ⟨hs, hp, ha⟩ := rates_spec hD hg.le
  have hb := (golden_rule_bounds hD hg).2
  have hg0 : 0 < g := by linarith
  calc slowRate g D - D ^ 2 / g = slowRate g D ^ 2 / g := by
        rw [eq_div_iff hg0.ne', sub_mul, div_mul_cancel₀ _ hg0.ne']
        linear_combination hp - slowRate g D * hs
    _ < (2 * D ^ 2 / g) ^ 2 / g := by gcongr
    _ = 4 * D ^ 4 / g ^ 3 := by ring

end

end CoherentIncoherentCrossover
```

```lean
#print axioms CoherentIncoherentCrossover.negative_iff_underdamped
#print axioms CoherentIncoherentCrossover.long_time_decay
#print axioms CoherentIncoherentCrossover.golden_rule_error
```

```
'CoherentIncoherentCrossover.negative_iff_underdamped' depends on axioms: [propext, Classical.choice, Quot.sound]
'CoherentIncoherentCrossover.long_time_decay' depends on axioms: [propext, Classical.choice, Quot.sound]
'CoherentIncoherentCrossover.golden_rule_error' depends on axioms: [propext, Classical.choice, Quot.sound]
```

## From a coupling to a hopping rate

Suppose an electronic-structure calculation supplies the coupling \(J\) between two degenerate sites, as the off-diagonal element of a two-state Hamiltonian in a basis of orthonormal site states. With pure dephasing of the coherence at rate \(g\), the model has \(D=2|J|/\hbar\). One compares \(g\) with \(2D\). If \(g\) is larger, the rate \(k_-\) describes the late relaxation of the population difference. The hopping rate in each direction is half of it, since equal forward and backward hopping both reduce the difference.

For \(D=2\) and \(g=5\), in a common inverse time unit, the golden-rule value is \(0.8\), whereas \(k_-=1\). The master equation would therefore receive a hopping rate of \(0.4\) from the golden rule and \(0.5\) from the slow root.

The argument in (k) also has a lower counterpart: inserting \(k_->D^2/g\) into \(k_-^2/g\) shows by hand that the error exceeds \(D^4/g^3\). The golden-rule error in this model thus lies between one and four times \(D^4/g^3\) whenever \(g>2D>0\).
